# Nonnegative relaxation and correlation corrections oppose each other in ionization potentials and add up in electron affinities

Let $S$ be the finite set of occupied spin orbitals of a neutral molecule. Let $h_i$ be the one-electron energies and $w_{ij}$ the pair interactions, with $w_{ij}=w_{ji}$ and $w_{ii}=0$. The determinant has energy

$$E(S)=\sum_{i\in S}h_i+\tfrac12\sum_{i\in S}\sum_{j\in S}w_{ij},$$

and orbital $p$, occupied or empty, has Fock orbital energy $\varepsilon_p=h_p+\sum_{j\in S}w_{pj}$.

I was taught that $-\varepsilon_i$ is a tolerable estimate of an ionization potential because two errors partly cancel, whereas $-\varepsilon_a$ is a poor estimate of an electron affinity because the same two errors add. I would like to see this as a precise statement with its assumptions in view, and with a proof that Lean has checked. What exactly is true, and what does it say about a reaction that moves an electron from one molecule to another?

## The four corrections

Give each species $X$ two energies: a self-consistent-field energy $X_{\rm scf}$ and a full energy $X_{\rm full}$ that includes correlation. The correlation lowering is $K(X)=X_{\rm scf}-X_{\rm full}$. Write $N$ for the neutral, $C$ for the cation made by emptying orbital $i\in S$, and $A$ for the anion made by filling orbital $a\notin S$. The neutral's self-consistent energy is $N_{\rm scf}=E(S)$. The signs of the two observables are fixed by

$$\mathrm{IP}=C_{\rm full}-N_{\rm full},\qquad \mathrm{EA}=N_{\rm full}-A_{\rm full}.$$

The relaxation of an ion is its frozen-orbital energy minus its self-consistent energy:

$$R=E(S\setminus\{i\})-C_{\rm scf},\qquad R'=E(S\cup\{a\})-A_{\rm scf}.$$

The correlation gains are always taken from fewer electrons to more:

$$c=K(N)-K(C),\qquad c'=K(A)-K(N).$$

## From frozen orbitals to the two errors

**Adding an electron.** Split the double sum for $S\cup\{a\}$ into the old part, two cross sums and the diagonal term:

$$E(S\cup\{a\})-E(S)=h_a+\tfrac12\Big(\sum_{j\in S}w_{aj}+\sum_{j\in S}w_{ja}+w_{aa}\Big).$$

The cross sums are equal by symmetry and $w_{aa}=0$, so the change is $h_a+\sum_{j\in S}w_{aj}=\varepsilon_a$.

**Removing an electron.** Put orbital $i$ back into $S\setminus\{i\}$ and use the previous result:

$$E(S)-E(S\setminus\{i\})=h_i+\sum_{j\in S\setminus\{i\}}w_{ij}.$$

Since $w_{ii}=0$, the sum may run over all of $S$, and the right side is $\varepsilon_i$. Removal therefore changes the energy by $-\varepsilon_i$.

**The ionization error.** Replace each full energy by $X_{\rm scf}-K(X)$:

$$\mathrm{IP}=C_{\rm scf}-N_{\rm scf}+K(N)-K(C)=E(S\setminus\{i\})-R-E(S)+c=-\varepsilon_i+c-R.$$

Hence $\mathrm{IP}+\varepsilon_i=c-R$.

**The affinity error.** In the same way,

$$\mathrm{EA}=N_{\rm scf}-A_{\rm scf}+K(A)-K(N)=E(S)-E(S\cup\{a\})+R'+c'=-\varepsilon_a+R'+c'.$$

Hence $\mathrm{EA}+\varepsilon_a=R'+c'$.

**Signs.** Suppose that all four corrections are nonnegative. Then $-R\le c-R\le c$, which gives

$$|\mathrm{IP}+\varepsilon_i|\le\max(R,c),\qquad \mathrm{EA}+\varepsilon_a=R'+c'\ge\max(R',c').$$

Because $|c-R|=\max(R,c)-\min(R,c)$, the first bound is attained exactly when $R=0$ or $c=0$.

**Electron transfer.** Let a donor $D$ lose an electron from orbital $i$ and become $C$, while a separate acceptor $B$ gains one in orbital $a$ and becomes $A$. The reaction energy is $\Delta E=\mathrm{IP}_D-\mathrm{EA}_B$, and its orbital-energy estimate is $\varepsilon_a-\varepsilon_i$. Subtracting the two error formulas gives

$$\Delta E-(\varepsilon_a-\varepsilon_i)=c-(R+R'+c').$$

Here $R$ and $c$ belong to the donor, $R'$ and $c'$ to the acceptor. If the two correlation gains are equal, they drop out and the error is $-(R+R')$: both relaxations push it the same way.

## The Lean file

```lean
import Mathlib

open Finset

namespace KoopmansErrorCancellation

noncomputable section

variable {ι κ : Type*} [DecidableEq ι] [DecidableEq κ]

/-- Energy of the determinant with occupied set `S`, from one-electron energies `h`
and pair interactions `w`. -/
def energy (h : ι → ℝ) (w : ι → ι → ℝ) (S : Finset ι) : ℝ :=
  ∑ i ∈ S, h i + 1 / 2 * ∑ i ∈ S, ∑ j ∈ S, w i j

/-- Fock orbital energy of orbital `p` in the field of the occupied set `S`. -/
def orbitalEnergy (h : ι → ℝ) (w : ι → ι → ℝ) (S : Finset ι) (p : ι) : ℝ :=
  h p + ∑ j ∈ S, w p j

/-- A species with its self-consistent-field energy and its full, correlated energy. -/
structure Species where
  /-- Self-consistent-field energy. -/
  scf : ℝ
  /-- Full energy, including correlation. -/
  full : ℝ

/-- Lowering of the energy of a species by correlation. -/
def correlation (X : Species) : ℝ := X.scf - X.full

/-- Lowering of the energy of an ion when its frozen orbitals relax. -/
def relaxation (frozen : ℝ) (X : Species) : ℝ := frozen - X.scf

/-- Growth of the correlation lowering from species `X` to species `Y`. -/
def correlationGain (X Y : Species) : ℝ := correlation Y - correlation X

/-- Ionization potential: full energy of the cation minus that of the neutral. -/
def ionizationPotential (N C : Species) : ℝ := C.full - N.full

/-- Electron affinity: full energy of the neutral minus that of the anion. -/
def electronAffinity (N A : Species) : ℝ := N.full - A.full

/-- Adding an electron to an empty orbital `a`, with all orbitals frozen, changes the
energy by the orbital energy of `a`. -/
theorem energy_insert (h : ι → ℝ) (w : ι → ι → ℝ) (hw : ∀ i j, w i j = w j i)
    (hd : ∀ i, w i i = 0) {S : Finset ι} {a : ι} (ha : a ∉ S) :
    energy h w (insert a S) - energy h w S = orbitalEnergy h w S a := by
  -- the two cross sums are equal by symmetry and cancel the factor one half
  have hs : ∑ i ∈ S, w i a = ∑ i ∈ S, w a i := sum_congr rfl (fun i _ => hw i a)
  unfold energy orbitalEnergy
  simp only [sum_insert ha, sum_add_distrib, hd, hs]
  ring

/-- Removing an electron from an occupied orbital `i`, with all orbitals frozen, changes
the energy by minus the orbital energy of `i`. -/
theorem energy_erase (h : ι → ℝ) (w : ι → ι → ℝ) (hw : ∀ i j, w i j = w j i)
    (hd : ∀ i, w i i = 0) {S : Finset ι} {i : ι} (hi : i ∈ S) :
    energy h w (S.erase i) - energy h w S = -orbitalEnergy h w S i := by
  have key := energy_insert h w hw hd (Finset.notMem_erase i S)
  rw [Finset.insert_erase hi] at key
  -- an electron does not interact with itself
  have hsum := Finset.add_sum_erase S (w i) hi
  have hii := hd i
  unfold orbitalEnergy at key ⊢
  linarith

/-- The ionization potential differs from minus the orbital energy by the correlation
gain minus the relaxation of the cation. -/
theorem ionization_error (h : ι → ℝ) (w : ι → ι → ℝ) (hw : ∀ i j, w i j = w j i)
    (hd : ∀ i, w i i = 0) {S : Finset ι} {i : ι} (hi : i ∈ S) (N C : Species)
    (hN : N.scf = energy h w S) :
    ionizationPotential N C + orbitalEnergy h w S i =
      correlationGain C N - relaxation (energy h w (S.erase i)) C := by
  have key := energy_erase h w hw hd hi
  unfold ionizationPotential correlationGain relaxation correlation
  linarith

/-- The electron affinity differs from minus the orbital energy by the relaxation of the
anion plus the correlation gain. -/
theorem affinity_error (h : ι → ℝ) (w : ι → ι → ℝ) (hw : ∀ i j, w i j = w j i)
    (hd : ∀ i, w i i = 0) {S : Finset ι} {a : ι} (ha : a ∉ S) (N A : Species)
    (hN : N.scf = energy h w S) :
    electronAffinity N A + orbitalEnergy h w S a =
      relaxation (energy h w (insert a S)) A + correlationGain N A := by
  have key := energy_insert h w hw hd ha
  unfold electronAffinity correlationGain relaxation correlation
  linarith

/-- If relaxations and correlation gains are nonnegative, the orbital-energy error of the
ionization potential is at most the larger of its two corrections, while that of the
electron affinity is the sum of its two corrections and at least the larger of them. -/
theorem koopmans_error_cancellation (h : ι → ℝ) (w : ι → ι → ℝ)
    (hw : ∀ i j, w i j = w j i) (hd : ∀ i, w i i = 0) {S : Finset ι} {i a : ι}
    (hi : i ∈ S) (ha : a ∉ S) (N C A : Species) (hN : N.scf = energy h w S)
    (hR : 0 ≤ relaxation (energy h w (S.erase i)) C) (hc : 0 ≤ correlationGain C N)
    (hR' : 0 ≤ relaxation (energy h w (insert a S)) A) (hc' : 0 ≤ correlationGain N A) :
    |ionizationPotential N C + orbitalEnergy h w S i| ≤
        max (relaxation (energy h w (S.erase i)) C) (correlationGain C N) ∧
      electronAffinity N A + orbitalEnergy h w S a =
        relaxation (energy h w (insert a S)) A + correlationGain N A ∧
      max (relaxation (energy h w (insert a S)) A) (correlationGain N A) ≤
        electronAffinity N A + orbitalEnergy h w S a := by
  have hEA := affinity_error h w hw hd ha N A hN
  refine ⟨?_, hEA, ?_⟩
  · -- a difference of nonnegative numbers is bounded by the larger one
    rw [ionization_error h w hw hd hi N C hN]
    have h1 := le_max_left (relaxation (energy h w (S.erase i)) C) (correlationGain C N)
    have h2 := le_max_right (relaxation (energy h w (S.erase i)) C) (correlationGain C N)
    exact abs_le.2 ⟨by linarith, by linarith⟩
  · rw [hEA]
    exact max_le (by linarith) (by linarith)

/-- If the relaxation of the cation and the correlation gain are nonnegative, the ionization error
equals in size the larger of the two exactly when at least one of them vanishes. -/
theorem ionization_bound_attained_iff (h : ι → ℝ) (w : ι → ι → ℝ)
    (hw : ∀ i j, w i j = w j i) (hd : ∀ i, w i i = 0) {S : Finset ι} {i : ι}
    (hi : i ∈ S) (N C : Species) (hN : N.scf = energy h w S)
    (hR : 0 ≤ relaxation (energy h w (S.erase i)) C) (hc : 0 ≤ correlationGain C N) :
    |ionizationPotential N C + orbitalEnergy h w S i| =
        max (relaxation (energy h w (S.erase i)) C) (correlationGain C N) ↔
      relaxation (energy h w (S.erase i)) C = 0 ∨ correlationGain C N = 0 := by
  rw [ionization_error h w hw hd hi N C hN]
  generalize relaxation (energy h w (S.erase i)) C = R at *
  generalize correlationGain C N = c at *
  rcases le_total R c with hle | hle
  · rw [abs_of_nonneg (by linarith), max_eq_right hle]
    constructor
    · intro e
      left
      linarith
    · rintro (e | e) <;> linarith
  · rw [abs_of_nonpos (by linarith), max_eq_left hle]
    constructor
    · intro e
      right
      linarith
    · rintro (e | e) <;> linarith

/-- For electron transfer from orbital `i` of a donor `D` to orbital `a` of a separate
acceptor `B`, the reaction energy minus the orbital-energy difference is the donor's
correlation gain minus the sum of the other three corrections. -/
theorem electron_transfer_error (h : ι → ℝ) (w : ι → ι → ℝ) (g : κ → ℝ) (v : κ → κ → ℝ)
    (hw : ∀ i j, w i j = w j i) (hd : ∀ i, w i i = 0)
    (hv : ∀ i j, v i j = v j i) (hv0 : ∀ i, v i i = 0)
    {S : Finset ι} {T : Finset κ} {i : ι} {a : κ} (hi : i ∈ S) (ha : a ∉ T)
    (D C B A : Species) (hD : D.scf = energy h w S) (hB : B.scf = energy g v T) :
    (C.full + A.full) - (D.full + B.full) -
        (orbitalEnergy g v T a - orbitalEnergy h w S i) =
      correlationGain C D - (relaxation (energy h w (S.erase i)) C +
        relaxation (energy g v (insert a T)) A + correlationGain B A) := by
  have h1 := ionization_error h w hw hd hi D C hD
  have h2 := affinity_error g v hv hv0 ha B A hB
  unfold ionizationPotential at h1
  unfold electronAffinity at h2
  linarith

/-- One-electron energies of a three-orbital model. -/
def modelH : Fin 3 → ℝ := ![-2, -2, 0]

/-- Unit repulsion between different orbitals of the three-orbital model. -/
def modelW : Fin 3 → Fin 3 → ℝ := fun i j => if i = j then 0 else 1

/-- In the three-orbital model with two electrons and the species energies given here, all
four corrections equal 1/4; the ionization error is zero and the affinity error is 1/2. -/
theorem koopmans_error_cancellation_witness :
    let S : Finset (Fin 3) := {0, 1}
    let N : Species := ⟨-3, -13 / 4⟩
    let C : Species := ⟨-9 / 4, -9 / 4⟩
    let A : Species := ⟨-5 / 4, -7 / 4⟩
    (∀ i j, modelW i j = modelW j i) ∧ (∀ i, modelW i i = 0) ∧
      N.scf = energy modelH modelW S ∧
      relaxation (energy modelH modelW (S.erase 0)) C = 1 / 4 ∧
      correlationGain C N = 1 / 4 ∧
      relaxation (energy modelH modelW (insert 2 S)) A = 1 / 4 ∧
      correlationGain N A = 1 / 4 ∧
      ionizationPotential N C + orbitalEnergy modelH modelW S 0 = 0 ∧
      electronAffinity N A + orbitalEnergy modelH modelW S 2 = 1 / 2 := by
  intro S N C A
  have hE : S.erase 0 = {1} := by decide
  rw [hE]
  -- the orbital labels are distinct, and the one-electron energies are read off
  have h20 : (2 : Fin 3) ≠ 0 := by decide
  have h21 : (2 : Fin 3) ≠ 1 := by decide
  have h02 : (0 : Fin 3) ≠ 2 := by decide
  have h12 : (1 : Fin 3) ≠ 2 := by decide
  have e0 : modelH 0 = -2 := rfl
  have e1 : modelH 1 = -2 := rfl
  have e2 : modelH 2 = 0 := rfl
  refine ⟨fun i j => by simp only [modelW, eq_comm], fun i => by simp [modelW],
    ?_, ?_, ?_, ?_, ?_, ?_, ?_⟩ <;>
  norm_num [S, N, C, A, energy, orbitalEnergy, relaxation, correlationGain, correlation,
    ionizationPotential, electronAffinity, modelW, Finset.sum_insert,
    h20, h21, h02, h12, e0, e1, e2]

end

end KoopmansErrorCancellation
```

```lean
#print axioms KoopmansErrorCancellation.koopmans_error_cancellation
#print axioms KoopmansErrorCancellation.ionization_bound_attained_iff
#print axioms KoopmansErrorCancellation.electron_transfer_error
```

```
'KoopmansErrorCancellation.koopmans_error_cancellation' depends on axioms: [propext, Classical.choice, Quot.sound]
'KoopmansErrorCancellation.ionization_bound_attained_iff' depends on axioms: [propext, Classical.choice, Quot.sound]
'KoopmansErrorCancellation.electron_transfer_error' depends on axioms: [propext, Classical.choice, Quot.sound]
```

## What the theorems say about molecules

The type `ι` labels the spin orbitals, and `S : Finset ι` is the occupied set. The functions `energy` and `orbitalEnergy` are $E(S)$ and $\varepsilon_p$. For spin orbitals, $w_{ij}$ is the Coulomb integral minus the exchange integral of $i$ and $j$, a difference that has the properties required by `hw` (symmetry) and `hd` (no self-interaction). The file takes `w` as any real function with these two properties.

A `Species` is a pair of real numbers, `scf` and `full`. The hypothesis `hN` ties the neutral's `scf` to the determinant energy; the energies of the ions are otherwise free. In `correlationGain C N` the arguments run from the cation to the neutral, so this is $c$, and `correlationGain N A` is $c'$.

The main theorem, `koopmans_error_cancellation`, takes any occupied `i` and any empty `a`, not only the frontier orbitals. Its conclusion has three parts: the bound on the ionization error, the exact affinity error, and the lower bound on the latter. It does not compare the ionization error with the affinity error, since the two involve different corrections.

The sign conditions are assumed, and they differ in standing:

- `hR` and `hR'` stand for the variational principle. If an ion's self-consistent energy is the minimum over a class of determinants that contains the frozen one, relaxation can only lower the energy. For an ion in an excited state, for example one with a core hole, this minimum property can fail, and the sign is then a separate assumption.
- `hc` and `hc'` stand for the expectation that an additional electron brings more correlation. The variational principle makes each lowering $K(X)$ nonnegative when the full energy is the exact ground-state energy, but it does not fix the sign of a difference between two of them.

Koopmans' name is attached to Hartree–Fock theory, where the canonical orbitals solve the Fock equations. Those equations play no part here: the frozen-orbital identities hold for any fixed orthonormal orbitals, with $\varepsilon_p$ read as a diagonal element of the Fock operator. Changes of geometry are not modelled either.

In `electron_transfer_error` the two molecules have their own orbital types, `ι` and `κ`, and their own integrals. Their energies are simply added, so the attraction between the product ions is left out. This identity needs no sign conditions.

For electronic-structure practice, the result expresses the errors of ionization potentials and affinities read off Hartree–Fock orbital energies through relaxation and correlation. When the corrections have the assumed signs, it bounds the size of the ionization error from above and the affinity error from below. It does not supply the sizes of these corrections, so a numerical error estimate needs them from elsewhere.

## A cation that converges to the wrong state

The file's three-orbital model has $h=(-2,-2,0)$, unit repulsion between different orbitals, and orbitals 0 and 1 occupied. Then $E(S)=-3$, $\varepsilon_0=-1$ and $\varepsilon_2=2$. The species energies are chosen, not computed from a Hamiltonian, so that $R=c=R'=c'=\tfrac14$. The ionization error is then $0$ and the affinity error $\tfrac12$.

Now drop the condition $R\ge0$. Keep the neutral, with $N_{\rm scf}=-3$ and $N_{\rm full}=-\tfrac{13}{4}$, but set both cation energies to $-\tfrac74$, as if its self-consistent calculation had landed on a higher state and the correlated calculation had followed it there. The full energy is then that of an excited state, since the cation's ground state cannot lie above the frozen determinant. The frozen cation has energy $-2$, so $R=-\tfrac14$, while $c$ is still $\tfrac14$. The ionization potential becomes $\tfrac32$ and the error is $\tfrac32-1=\tfrac12$, twice $\max(R,c)=\tfrac14$. The two corrections now reinforce each other and the bound fails. This variation is simple arithmetic and does not appear in the file.

## How the Lean proof follows the derivation

`energy_insert` is the step for adding an electron. The local fact `hs` equates the two cross sums by symmetry, `simp only` with `sum_insert ha` splits the sums and removes the diagonal term, and `ring` combines the two halves.

`energy_erase` applies `energy_insert` to `S.erase i` and uses `Finset.insert_erase` to recognise the refilled set as `S`. `Finset.add_sum_erase` restores the missing term $w_{ii}$ to the sum, `hd i` says that it is zero, and `linarith` finishes.

`ionization_error` and `affinity_error` unfold the definitions of relaxation and correlation gain. What remains is linear in the energies, and `linarith` does the substitutions made above.

In `koopmans_error_cancellation`, the ionization error is rewritten as $c-R$. `abs_le` turns the bound into two inequalities, which follow from the signs and from the fact that each correction is at most the maximum. For the affinity, `max_le` asks that the sum be at least each of its terms.

`ionization_bound_attained_iff` replaces the two corrections by plain real numbers `R` and `c` and splits on which is larger. If $R\le c$, the equation reads $c-R=c$, so $R=0$; the other case gives $c=0$. Conversely, if either correction vanishes, the signs and the ordering give equality.

`electron_transfer_error` combines the donor's ionization identity with the acceptor's affinity identity. Finally, `koopmans_error_cancellation_witness` evaluates the three-orbital model with `norm_num`, which confirms that all the assumptions of the main theorem can be met at once with nonzero corrections.
